# Cyclic permutation of rhombohedral indices sends obverse hexagonal indices (H, K, L) to (K, −H − K, L)

A reflection with primitive rhombohedral indices (h, k, l) has obverse hexagonal indices (H, K, L) = (h − k, k − l, h + k + l). The lemma says that replacing (h, k, l) by (k, l, h) changes the hexagonal indices to (K, −H − K, L). It holds for all integers h, k, l and concerns the indices alone, not diffracted intensities or the symmetry of a particular crystal. The attempt unfolds the definition, splits the equality of triples into equalities of components, and leaves the integer arithmetic to `omega`.

An attempt in Lean 4 with a fault in it:

```lean
import Mathlib

namespace RhombohedralHexagonalIndices

/-- Reflection indices: a triple of integers. -/
abbrev Indices := ℤ × ℤ × ℤ

/-- The obverse hexagonal indices `(h - k, k - l, h + k + l)` of the reflection with
primitive rhombohedral indices `(h, k, l)`. -/
def toObverse (p : Indices) : Indices :=
  (p.1 - p.2.1, p.2.1 - p.2.2, p.1 + p.2.1 + p.2.2)

/-- Cyclic permutation of the primitive indices, `(h, k, l)` to `(k, l, h)`, acts on the
obverse hexagonal indices as `(H, K, L)` to `(K, -H - K, L)`. -/
theorem toObverse_threefold (h k l : ℤ) :
    toObverse (k, l, h) =
      ((toObverse (h, k, l)).2.1,
        -(toObverse (h, k, l)).1 - (toObverse (h, k, l)).2.1,
        (toObverse (h, k, l)).2.2) := by
  simp only [toObverse, Prod.mk.injEq]
  omega

end RhombohedralHexagonalIndices
```

Compiling this gives:

```
Main.lean:21:2: error: omega could not prove the goal:
No usable constraints found. You may need to unfold definitions so `omega` can see linear arithmetic facts about `Nat` and `Int`, which may also involve multiplication, division, and modular remainder by constants.
```

Cause. The message says that `omega` found no constraints it could use, although the index identities are linear. The trouble is what `simp only` leaves behind. The first component equation becomes `k - l = k - l`, which `simp only` reduces to `True`. The simp set has no lemma such as `true_and` to remove it, so the goal is `True` in conjunction with the two remaining equations.

`omega` argues by contradiction and splits the negated conjunction into cases. One case is `¬True`, which is contradictory, but `omega` does not read it as an arithmetic fact and so has nothing to work with.

The repair applies `Prod.ext` twice, giving a separate goal for each component, so no conjunction is formed. `simp only [toObverse]` closes the first goal outright, and `ring` proves the other two. The separation is the cure; the change from `omega` to `ring` is incidental, since both can prove these linear identities.

The change, after which it compiles:

```diff
@@ -18,6 +18,5 @@
         -(toObverse (h, k, l)).1 - (toObverse (h, k, l)).2.1,
         (toObverse (h, k, l)).2.2) := by
-  simp only [toObverse, Prod.mk.injEq]
-  omega
+  refine Prod.ext ?_ (Prod.ext ?_ ?_) <;> simp only [toObverse] <;> ring
 
 end RhombohedralHexagonalIndices
```
